# A finite-dimensional space carrying $n$ fermionic modes has dimension $2^n$ times that of its vacuum space

A molecule described in $n$ spin orbitals is to be simulated on $q$ qubits. Someone supplies matrices for the annihilation operators, and they pass the anticommutation tests. How many qubits must there be, and can the matrices describe anything other than the usual occupation states?

## Dimension count and identical copies

Let $a_0,\dots,a_{n-1}$ act on a finite-dimensional complex Hilbert space $H$, with
$$a_ia_j+a_ja_i=0,\qquad a_ia_j^\dagger+a_j^\dagger a_i=\delta_{ij}.$$
Let $V=\bigcap_j\ker a_j$ be the vacuum space and $m=\dim V$. Then
$$\dim H=2^n m,$$
and $H$ has an orthonormal basis $|s,i\rangle$, with $s$ an occupation string and $i$ one of $m$ labels, on which
$$a_j|s,i\rangle=\begin{cases}(-1)^{\sum_{k<j}s_k}\,|s\text{ with }s_j=0,\,i\rangle & s_j=1,\\ 0 & s_j=0.\end{cases}$$
The label $i$ never changes, so these are $m$ identical copies of the Jordan-Wigner representation. If $H$ is the full space of $q$ qubits, then $q\ge n$ and $m=2^{q-n}$.

## Degeneracies in a qubit Hamiltonian

Suppose a code diagonalises a Hamiltonian built from the $a_j$ and $a_j^\dagger$ on all $q$ qubits. Every level then appears $m$ times as often as in Jordan-Wigner on $n$ qubits, so dividing the multiplicities by $m$ gives the degeneracies in the usual occupation-number space. Encodings that save qubits by fixing a symmetry sector escape the bound, because the $a_j$ and $a_j^\dagger$ do not all map the sector into itself.

## Splitting off the first mode

With no modes, $V=H$ and any orthonormal basis will do. Suppose the result holds for $n$ modes, and take $a_0,\dots,a_n$. Let $K=\ker a_0$.

1. Since $2a_0^2=0$, the range of $a_0$ lies in $K$. If $x\in K$, then $a_0a_0^\dagger x=x-a_0^\dagger a_0x=x$, so $K$ lies in the range. Rank-nullity gives $\dim H=2\dim K$.
2. For $j\ge1$ and $x\in K$, $a_0a_jx=-a_ja_0x=0$ and $a_0a_j^\dagger x=-a_j^\dagger a_0x=0$. Both operators preserve $K$, so their restrictions are adjoint to each other and satisfy the relations for $n$ modes. The common kernel of the restricted $a_j$, $j\ge1$, is $V$.
3. By induction $K$ has a basis $|t,i\rangle$ of the required kind, with $2^nm$ elements. Set $|0t,i\rangle=|t,i\rangle$ and $|1t,i\rangle=a_0^\dagger|t,i\rangle$.
4. For $x,y\in K$, $\langle a_0^\dagger x,a_0^\dagger y\rangle=\langle x,a_0a_0^\dagger y\rangle=\langle x,y\rangle$ and $\langle x,a_0^\dagger y\rangle=\langle a_0x,y\rangle=0$. The new family is orthonormal and has $2\cdot2^nm=\dim H$ elements, so it is a basis.
5. $a_0$ empties mode 0 without a sign. For $j\ge1$, $a_ja_0^\dagger=-a_0^\dagger a_j$ supplies one extra sign when mode 0 is filled.

For qubits, $2^q=2^nm$ forces $n\le q$; cancelling $2^n$ gives $m=2^{q-n}$.

**Two modes in four dimensions.** Take the matrices in `CAR_witness`, with unit vectors $e_1,\dots,e_4$. The nonzero actions are $a_0e_3=e_1$, $a_0e_4=e_2$, $a_1e_2=e_1$ and $a_1e_4=-e_3$. The common kernel is spanned by $e_1$, and $4=2^2\cdot1$. Keep only $a_0$, and the kernel is spanned by $e_1,e_2$: now $4=2\cdot2$, with copies $\{e_1,e_3\}$ and $\{e_2,e_4\}$.

**Without the mixed relation between different modes** the count can fail. On one qubit let $a_0=a_1=|0\rangle\langle1|$. All other relations hold, but $a_0a_1^\dagger+a_1^\dagger a_0=1$. The common kernel has dimension 1, and $2\ne2^2\cdot1$.

## The Lean file

```lean
import Mathlib

open Module
open scoped Matrix

namespace FermionEncoding

noncomputable section

variable {H : Type*} [NormedAddCommGroup H] [InnerProductSpace ℂ H] [FiniteDimensional ℂ H]
  {n : ℕ}

/-- The canonical anticommutation relations for `n` annihilation operators and their adjoints
on a finite-dimensional Hilbert space. -/
structure CAR (a : Fin n → Module.End ℂ H) : Prop where
  anti : ∀ i j, a i * a j + a j * a i = 0
  mixed : ∀ i j, a i * LinearMap.adjoint (a j) + LinearMap.adjoint (a j) * a i =
    if i = j then 1 else 0

/-- The vacuum space: all vectors annihilated by every mode. -/
def vacuum (a : Fin n → Module.End ℂ H) : Submodule ℂ H := ⨅ j, LinearMap.ker (a j)

/-- The Jordan-Wigner sign: a factor `-1` for each occupied mode before mode `j`. -/
def parity (s : Fin n → Bool) (j : Fin n) : ℂ := ∏ k, if k < j ∧ s k then -1 else 1

/-- Moving an annihilator past a creator costs a sign, plus the original vector if the
modes agree. -/
theorem CAR.mixed_apply {a : Fin n → Module.End ℂ H} (h : CAR a) (i j : Fin n) (x : H) :
    a i (LinearMap.adjoint (a j) x) =
      (if i = j then x else 0) - LinearMap.adjoint (a j) (a i x) := by
  have := LinearMap.congr_fun (h.mixed i j) x
  rw [eq_sub_iff_add_eq]
  by_cases hij : i = j <;> simpa [hij] using this

/-- Under the anticommutation relations, the states in which a given mode is empty form a subspace
of half the dimension of the Hilbert space. -/
theorem CAR.finrank_ker {a : Fin n → Module.End ℂ H} (h : CAR a) (j : Fin n) :
    finrank ℂ H = 2 * finrank ℂ (LinearMap.ker (a j)) := by
  -- the range of an annihilator is its kernel
  have hr : LinearMap.range (a j) = LinearMap.ker (a j) := by
    apply le_antisymm
    · rintro _ ⟨y, rfl⟩
      have h2 : (2 : ℂ) • a j (a j y) = 0 := by
        rw [two_smul]
        exact LinearMap.congr_fun (h.anti j j) y
      exact (smul_eq_zero.1 h2).resolve_left two_ne_zero
    · intro x hx
      refine ⟨LinearMap.adjoint (a j) x, ?_⟩
      rw [h.mixed_apply, if_pos rfl, LinearMap.mem_ker.1 hx, map_zero, sub_zero]
  have rn := LinearMap.finrank_range_add_finrank_ker (a j)
  rw [hr] at rn
  omega

/-- The action of the remaining modes on the states in which the first mode is empty. -/
def CAR.rest {a : Fin (n + 1) → Module.End ℂ H} (h : CAR a) (j : Fin n) :
    Module.End ℂ (LinearMap.ker (a 0)) :=
  (a j.succ).restrict fun x hx => by
    have h0 : a 0 x = 0 := hx
    simpa [h0] using LinearMap.congr_fun (h.anti 0 j.succ) x

/-- With the first mode empty, the remaining modes still satisfy the anticommutation
relations. -/
theorem CAR.rest_car {a : Fin (n + 1) → Module.End ℂ H} (h : CAR a) : CAR h.rest := by
  have inv : ∀ j : Fin n, ∀ x ∈ LinearMap.ker (a 0),
      LinearMap.adjoint (a j.succ) x ∈ LinearMap.ker (a 0) := fun j x hx => by
    rw [LinearMap.mem_ker, h.mixed_apply, if_neg (Fin.succ_ne_zero j).symm,
      LinearMap.mem_ker.1 hx, map_zero, sub_zero]
  have val : ∀ j x, (h.rest j x : H) = a j.succ (x : H) := fun _ _ => rfl
  -- the adjoint of the restriction is the restriction of the adjoint
  have adj : ∀ j x, (LinearMap.adjoint (h.rest j) x : H) =
      LinearMap.adjoint (a j.succ) (x : H) := fun j x => by
    have e : (LinearMap.adjoint (a j.succ)).restrict (inv j) = LinearMap.adjoint (h.rest j) := by
      rw [LinearMap.eq_adjoint_iff]
      intro y z
      rw [Submodule.coe_inner, Submodule.coe_inner, val, LinearMap.coe_restrict_apply,
        LinearMap.adjoint_inner_left]
    rw [← e, LinearMap.coe_restrict_apply]
  constructor
  · intro i j
    refine LinearMap.ext fun x => Subtype.ext ?_
    have hx := LinearMap.congr_fun (h.anti i.succ j.succ) (x : H)
    simp only [LinearMap.add_apply, Module.End.mul_apply, LinearMap.zero_apply] at hx
    simp only [LinearMap.add_apply, Module.End.mul_apply, LinearMap.zero_apply,
      Submodule.coe_add, ZeroMemClass.coe_zero, val, hx]
  · intro i j
    refine LinearMap.ext fun x => Subtype.ext ?_
    simp only [LinearMap.add_apply, Module.End.mul_apply, Submodule.coe_add, val, adj]
    rw [h.mixed_apply, sub_add_cancel]
    by_cases hij : i = j <;> simp [hij]

/-- If the `a j` satisfy the anticommutation relations, the Hilbert space has an orthonormal basis
made of one family of occupation states for each dimension of the vacuum space, and every `a j` acts
in each family by the same Jordan-Wigner rule. -/
theorem identical_copies (a : Fin n → Module.End ℂ H) (h : CAR a) :
    ∃ e : OrthonormalBasis ((Fin n → Bool) × Fin (finrank ℂ (vacuum a))) ℂ H, ∀ j s i,
      a j (e (s, i)) = if s j then parity s j • e (Function.update s j false, i) else 0 := by
  induction n generalizing H with
  | zero =>
    have ht : vacuum a = ⊤ := by simp [vacuum]
    have hv : finrank ℂ (vacuum a) = finrank ℂ H := by
      rw [ht]
      exact finrank_top ℂ H
    exact ⟨(stdOrthonormalBasis ℂ H).reindex (Fintype.equivOfCardEq (by simp [hv])),
      fun j => j.elim0⟩
  | succ n ih =>
    have hk : (vacuum h.rest).map (LinearMap.ker (a 0)).subtype = vacuum a := by
      ext x
      simp only [vacuum, Submodule.mem_map, Submodule.mem_iInf, LinearMap.mem_ker]
      constructor
      · rintro ⟨y, hy, rfl⟩ j
        exact Fin.cases (LinearMap.mem_ker.1 y.2) (fun k => congrArg Subtype.val (hy k)) j
      · exact fun hx => ⟨⟨x, hx 0⟩, fun j => Subtype.ext (hx j.succ), rfl⟩
    have hf : finrank ℂ (vacuum h.rest) = finrank ℂ (vacuum a) := by
      rw [← hk, Submodule.finrank_map_subtype_eq]
    have IH := ih h.rest h.rest_car
    rw [hf] at IH
    obtain ⟨e, he⟩ := IH
    have k0 : ∀ y : LinearMap.ker (a 0), a 0 (y : H) = 0 := fun y => y.2
    have c0 : ∀ y : LinearMap.ker (a 0), a 0 (LinearMap.adjoint (a 0) (y : H)) = y := fun y => by
      rw [h.mixed_apply, if_pos rfl, k0, map_zero, sub_zero]
    -- leave the first mode empty, or fill it
    let F : (Fin (n + 1) → Bool) × Fin (finrank ℂ (vacuum a)) → H := fun p =>
      if p.1 0 then LinearMap.adjoint (a 0) (e (Fin.tail p.1, p.2) : H)
      else (e (Fin.tail p.1, p.2) : H)
    have hon : Orthonormal ℂ F := by
      rw [orthonormal_iff_ite]
      rintro ⟨s, i⟩ ⟨t, k⟩
      have E : inner ℂ (e (Fin.tail s, i) : H) (e (Fin.tail t, k) : H) =
          if (Fin.tail s, i) = (Fin.tail t, k) then (1 : ℂ) else 0 :=
        orthonormal_iff_ite.1 e.orthonormal _ _
      have es : s = t ↔ s 0 = t 0 ∧ Fin.tail s = Fin.tail t := by
        simp only [funext_iff, Fin.forall_fin_succ, Fin.tail]
      cases hs : s 0 <;> cases ht : t 0 <;>
        simp only [F, hs, ht, Bool.false_eq_true, ↓reduceIte]
      · rw [E]
        by_cases q : Fin.tail s = Fin.tail t <;> by_cases r : i = k <;> simp [es, hs, ht, q, r]
      · rw [LinearMap.adjoint_inner_right, k0, inner_zero_left]
        simp [es, hs, ht]
      · rw [LinearMap.adjoint_inner_left, k0, inner_zero_right]
        simp [es, hs, ht]
      · rw [LinearMap.adjoint_inner_left, c0, E]
        by_cases q : Fin.tail s = Fin.tail t <;> by_cases r : i = k <;> simp [es, hs, ht, q, r]
    have hsp := hon.linearIndependent.span_eq_top_of_card_eq_finrank' (by
      rw [h.finrank_ker 0, finrank_eq_card_basis e.toBasis]
      simp only [Fintype.card_prod, Fintype.card_fun, Fintype.card_bool, Fintype.card_fin]
      ring)
    refine ⟨OrthonormalBasis.mk hon hsp.ge, fun j s i => ?_⟩
    simp only [OrthonormalBasis.coe_mk]
    refine Fin.cases ?_ (fun k => ?_) j
    · cases hs : s 0 <;> simp [F, hs, k0, c0, parity, Fin.tail_update_zero]
    · have A : a k.succ (e (Fin.tail s, i) : H) = if s k.succ then
          parity (Fin.tail s) k • (e (Function.update (Fin.tail s) k false, i) : H) else 0 := by
        have E := congrArg Subtype.val (he k (Fin.tail s) i)
        rw [apply_ite Subtype.val] at E
        exact E
      have M : ∀ x, a k.succ (LinearMap.adjoint (a 0) x) =
          -LinearMap.adjoint (a 0) (a k.succ x) := fun x => by
        rw [h.mixed_apply, if_neg (Fin.succ_ne_zero k), zero_sub]
      have par : parity s k.succ = (if s 0 then -1 else 1) * parity (Fin.tail s) k := by
        unfold parity
        rw [Fin.prod_univ_succ]
        exact congrArg₂ (· * ·) (if_congr (by simp) rfl rfl) (Finset.prod_congr rfl fun i _ =>
          if_congr (and_congr Fin.succ_lt_succ_iff Iff.rfl) rfl rfl)
      have u0 : Function.update s k.succ false 0 = s 0 :=
        Function.update_of_ne (Fin.succ_ne_zero k).symm _ _
      cases hs : s 0 <;> by_cases q : s k.succ <;>
        simp [F, hs, M, A, q, par, u0, Fin.tail_update_succ]

/-- The dimension of a Hilbert space carrying `n` fermionic modes is `2 ^ n` times the dimension
of the vacuum space. -/
theorem finrank_eq (a : Fin n → Module.End ℂ H) (h : CAR a) :
    finrank ℂ H = 2 ^ n * finrank ℂ (vacuum a) := by
  obtain ⟨e, -⟩ := identical_copies a h
  simpa using finrank_eq_card_basis e.toBasis

/-- An encoding of `n` modes on `q` full qubits has `q = n + r` for some natural number `r`, and
its vacuum space has dimension `2 ^ r`. -/
theorem qubit_encoding {q : ℕ} (a : Fin n → Module.End ℂ (EuclideanSpace ℂ (Fin q → Bool)))
    (h : CAR a) : ∃ r, q = n + r ∧ finrank ℂ (vacuum a) = 2 ^ r := by
  have hd : 2 ^ q = 2 ^ n * finrank ℂ (vacuum a) := by
    rw [← finrank_eq a h]
    simp
  have hle : n ≤ q := (Nat.pow_le_pow_iff_right (by norm_num : 1 < 2)).1
    (Nat.le_of_dvd (by positivity) ⟨_, hd⟩)
  obtain ⟨r, hr⟩ := Nat.exists_eq_add_of_le hle
  have hp : 2 ^ n * 2 ^ r = 2 ^ n * finrank ℂ (vacuum a) := by
    rw [← pow_add, ← hr]
    exact hd
  exact ⟨r, hr, (Nat.eq_of_mul_eq_mul_left (by positivity) hp).symm⟩

/-- Complex square matrices that satisfy the anticommutation relations with their conjugate
transposes define operators that satisfy them with their adjoints. -/
theorem CAR.of_matrix {d : ℕ} (A : Fin n → Matrix (Fin d) (Fin d) ℂ)
    (h1 : ∀ i j, A i * A j + A j * A i = 0)
    (h2 : ∀ i j, A i * (A j)ᴴ + (A j)ᴴ * A i = if i = j then 1 else 0) :
    CAR (fun j => Matrix.toEuclideanLin (A j)) := by
  have key : ∀ (B : Matrix (Fin d) (Fin d) ℂ) (x : EuclideanSpace ℂ (Fin d)),
      Matrix.toEuclideanLin B x = WithLp.toLp 2 (B *ᵥ x.ofLp) := fun _ _ => rfl
  have hmul : ∀ B C : Matrix (Fin d) (Fin d) ℂ, (Matrix.toEuclideanLin B *
      Matrix.toEuclideanLin C : Module.End ℂ (EuclideanSpace ℂ (Fin d))) =
      Matrix.toEuclideanLin (B * C) := fun B C => LinearMap.ext fun x => by
    rw [Module.End.mul_apply, key, key, key, Matrix.mulVec_mulVec]
  refine ⟨fun i j => by rw [hmul, hmul, ← map_add, h1, map_zero], fun i j => ?_⟩
  rw [← Matrix.toEuclideanLin_conjTranspose_eq_adjoint, hmul, hmul, ← map_add, h2]
  split_ifs
  · exact LinearMap.ext fun x => by rw [key, Matrix.one_mulVec, Module.End.one_apply]
  · exact map_zero _

/-- Two explicit four-by-four matrices satisfy the anticommutation relations of two modes. -/
theorem CAR_witness : CAR (fun j : Fin 2 => Matrix.toEuclideanLin
    ((![!![0, 0, 1, 0; 0, 0, 0, 1; 0, 0, 0, 0; 0, 0, 0, 0],
      !![0, 1, 0, 0; 0, 0, 0, 0; 0, 0, 0, -1; 0, 0, 0, 0]] :
        Fin 2 → Matrix (Fin 4) (Fin 4) ℂ) j)) := by
  apply CAR.of_matrix
  · intro i j
    fin_cases i <;> fin_cases j <;> ext k l <;> fin_cases k <;> fin_cases l <;> simp
  · intro i j
    ext k l
    -- write out the entries before choosing the indices
    simp only [Matrix.add_apply, Matrix.mul_apply, Matrix.conjTranspose_apply,
      Fin.sum_univ_four]
    fin_cases i <;> fin_cases j <;> fin_cases k <;> fin_cases l <;> simp

end

end FermionEncoding
```

```lean
#print axioms FermionEncoding.finrank_eq
-- 'FermionEncoding.finrank_eq' depends on axioms: [propext, Classical.choice, Quot.sound]
#print axioms FermionEncoding.qubit_encoding
-- 'FermionEncoding.qubit_encoding' depends on axioms: [propext, Classical.choice, Quot.sound]
```

## From matrices to operators, and the limits of the statement

`CAR a` states the relations for linear maps `Module.End ℂ H` with the Hilbert-space adjoint; `vacuum a` is $V$, `finrank` is dimension, and `parity s j` is the sign. `identical_copies` gives the basis, `finrank_eq` counts it, and `qubit_encoding` writes $q=n+r$ with $\dim V=2^r$.

`CAR.finrank_ker` is step 1. `CAR.rest` and `CAR.rest_car` are step 2, except for the common kernel, which `hk` identifies inside `identical_copies`. In `identical_copies`, `F` is the family of step 3, `hon` and `hsp` are step 4, and `M` and `par` carry the sign of step 5.

`CAR.of_matrix` admits $d\times d$ matrices, to which `finrank_eq` then applies. `qubit_encoding` indexes its space by bit strings, so matrices with numbered rows need relabelling first.

The relations are assumed as equalities on the whole space; there is no estimate for matrices that satisfy them only up to rounding. Nor does the copy label have to sit on $r$ particular qubits, and nothing is said about operator locality or gate counts.
